# The spilling of a state is its squared distance from the span of linearly independent orbitals

Let $x_1,\dots,x_n$ be linearly independent orbitals in a complex inner-product space, with overlap matrix $O_{ij}=\langle x_i,x_j\rangle$. A state $\psi$ has amplitudes $b_i=\langle x_i,\psi\rangle$ on them. Its spilling

$$S(\psi)=\|\psi\|^2-b^\dagger O^{-1}b$$

equals the squared distance from $\psi$ to the span of the orbitals, and it is zero exactly when $\psi$ lies in that span. In electronic-structure calculations $S$ measures how much of an electronic state is lost when it is projected onto a finite set of localised orbitals, here taken to be linearly independent and with exact overlaps.

## Orbitals, overlaps and amplitudes

```lean
import Mathlib

open Matrix

namespace OrbitalSpilling

noncomputable section

variable {ι E : Type*} [Fintype ι] [DecidableEq ι]
  [NormedAddCommGroup E] [InnerProductSpace ℂ E]
```

The finite type `ι` labels the orbitals, and `E` is the space of states. `E` may be infinite-dimensional and need not be complete, so spaces of wavefunctions are included.

```lean
/-- The overlap (Gram) matrix of a family of orbitals. -/
def overlap (x : ι → E) : Matrix ι ι ℂ :=
  Matrix.of fun i j => inner ℂ (x i) (x j)
```

An orbital family is a function `x : ι → E`, and `overlap x` is the matrix $O$. Lean's `inner ℂ` is conjugate-linear in its first argument, as in Dirac notation.

```lean
/-- The projection amplitudes of a state on the orbitals. -/
def amplitudes (x : ι → E) (ψ : E) : ι → ℂ :=
  fun i => inner ℂ (x i) ψ
```

This is the vector $b$. The state is not assumed to be normalised.

```lean
/-- The combination of orbitals whose coefficients are the inverse overlap matrix
applied to the amplitudes. -/
def projected (x : ι → E) (ψ : E) : E :=
  ∑ i, ((overlap x)⁻¹ *ᵥ amplitudes x ψ) i • x i
```

Write $a=O^{-1}b$. The projected state is $p=\sum_i a_i x_i$. The symbol `*ᵥ` applies a matrix to a vector. At this point $p$ is only a formula; its geometric meaning is proved below.

```lean
/-- The spilling of a state: its squared norm minus the real part of `b† O⁻¹ b`, where `b` is the
vector of amplitudes and `O` the overlap matrix. -/
def spilling (x : ι → E) (ψ : E) : ℝ :=
  ‖ψ‖ ^ 2 - (star (amplitudes x ψ) ⬝ᵥ ((overlap x)⁻¹ *ᵥ amplitudes x ψ)).re
```

This is $S(\psi)$. The product `⬝ᵥ` does not conjugate, so `star` supplies the dagger. The real part `.re` makes the spilling a real number by definition; `captured_weight` will show that it discards nothing. For $\psi\neq0$, the lost fraction is $S(\psi)/\|\psi\|^2$.

## The overlap matrix is invertible

```lean
omit [DecidableEq ι] in
/-- The amplitudes of a linear combination of orbitals are the overlap matrix applied
to its coefficients. -/
theorem inner_combination (x : ι → E) (c : ι → ℂ) (i : ι) :
    inner ℂ (x i) (∑ j, c j • x j) = (overlap x *ᵥ c) i := by
  simp only [inner_sum, inner_smul_right, overlap, Matrix.mulVec, dotProduct,
    Matrix.of_apply]
  exact Finset.sum_congr rfl fun j _ => mul_comm _ _
```

For any coefficients $c_j$, linearity in the second argument gives

$$\Big\langle x_i,\sum_j c_jx_j\Big\rangle=\sum_j O_{ij}c_j=(Oc)_i .$$

The proof unfolds the definitions and swaps the factors in each term.

```lean
/-- The overlap matrix of linearly independent orbitals has nonzero determinant. -/
theorem overlap_det_ne_zero {x : ι → E} (hx : LinearIndependent ℂ x) :
    (overlap x).det ≠ 0 := by
  intro h
  obtain ⟨c, hc, h0⟩ := Matrix.exists_mulVec_eq_zero_iff.mpr h
  -- a null vector of the overlap gives a combination orthogonal to itself
  have hv : ∑ j, c j • x j = 0 := by
    apply (inner_self_eq_zero (𝕜 := ℂ)).mp
    rw [sum_inner]
    refine Finset.sum_eq_zero fun i _ => ?_
    rw [inner_smul_left, inner_combination, h0]
    simp
  exact hc (funext (Fintype.linearIndependent_iff.mp hx c hv))
```

The hypothesis `hx` says that the orbitals are linearly independent: none is redundant. Suppose $\det O=0$. Then some $c\neq0$ satisfies $Oc=0$, and $v=\sum_j c_jx_j$ obeys

$$\langle v,v\rangle=\sum_i c_i^*(Oc)_i=0 .$$

So $v=0$, and linear independence forces $c=0$, a contradiction. In Lean, `obtain` extracts $c$, `hv` is the statement $v=0$, and the last line derives the contradiction. Thus $O^{-1}$ is a true inverse wherever `hx` is assumed.

## The residual is orthogonal to the span

```lean
/-- The projected state lies in the span of the orbitals. -/
theorem projected_mem (x : ι → E) (ψ : E) :
    projected x ψ ∈ Submodule.span ℂ (Set.range x) :=
  Submodule.sum_mem _ fun i _ =>
    Submodule.smul_mem _ _ (Submodule.subset_span (Set.mem_range_self i))
```

The state $p$ is a linear combination of orbitals, so it lies in their span, written `Submodule.span ℂ (Set.range x)`.

```lean
/-- For linearly independent orbitals, the part of a state left over after projection is orthogonal
to every state in the span of the orbitals. -/
theorem residual_orthogonal {x : ι → E} (hx : LinearIndependent ℂ x) (ψ : E) {y : E}
    (hy : y ∈ Submodule.span ℂ (Set.range x)) :
    inner ℂ y (ψ - projected x ψ) = 0 := by
  induction hy using Submodule.span_induction with
  | mem y h =>
    obtain ⟨i, rfl⟩ := h
    -- here the inverse overlap cancels the overlap
    rw [inner_sub_right, projected, inner_combination, Matrix.mulVec_mulVec,
      Matrix.mul_nonsing_inv _ (isUnit_iff_ne_zero.mpr (overlap_det_ne_zero hx)),
      Matrix.one_mulVec]
    exact sub_self _
  | zero => exact inner_zero_left _
  | add a b _ _ ha hb => rw [inner_add_left, ha, hb, add_zero]
  | smul c a _ ha => rw [inner_smul_left, ha, mul_zero]
```

Let $r=\psi-p$ be the residual. For each orbital,

$$\langle x_i,r\rangle=b_i-(OO^{-1}b)_i=b_i-b_i=0 .$$

A general state in the span is $y=\sum_i c_ix_i$, so $\langle y,r\rangle=\sum_i c_i^*\langle x_i,r\rangle=0$. Lean reaches the same conclusion by induction on how $y$ is built: the case `mem` treats a single orbital, and the others treat zero, sums and scalar multiples.

```lean
/-- For linearly independent orbitals and any trial state in their span, the squared error is the
squared norm of the residual plus the squared distance of the trial state from the projected state.
-/
theorem error_decomposition {x : ι → E} (hx : LinearIndependent ℂ x) (ψ : E) {y : E}
    (hy : y ∈ Submodule.span ℂ (Set.range x)) :
    ‖ψ - y‖ ^ 2 = ‖ψ - projected x ψ‖ ^ 2 + ‖projected x ψ - y‖ ^ 2 := by
  have h := residual_orthogonal hx ψ (Submodule.sub_mem _ (projected_mem x ψ) hy)
  have e := norm_add_sq (𝕜 := ℂ) (projected x ψ - y) (ψ - projected x ψ)
  rw [h, show projected x ψ - y + (ψ - projected x ψ) = ψ - y by abel, map_zero] at e
  linarith
```

For any trial state $y$ in the span, write $\psi-y=(p-y)+r$. Expanding the norm gives

$$\|\psi-y\|^2=\|p-y\|^2+2\,\mathrm{Re}\langle p-y,r\rangle+\|r\|^2 .$$

Since $p-y$ lies in the span, the cross term vanishes, which leaves Pythagoras' theorem. In the proof, `h` is the orthogonality, `e` is the expansion, and `linarith` finishes the linear arithmetic.

## The quadratic form is the captured weight

```lean
/-- The quadratic form `b† O⁻¹ b` is real and equals the squared norm of the
projected state. -/
theorem captured_weight {x : ι → E} (hx : LinearIndependent ℂ x) (ψ : E) :
    star (amplitudes x ψ) ⬝ᵥ ((overlap x)⁻¹ *ᵥ amplitudes x ψ)
      = ((‖projected x ψ‖ ^ 2 : ℝ) : ℂ) := by
  have h1 : star (amplitudes x ψ) ⬝ᵥ ((overlap x)⁻¹ *ᵥ amplitudes x ψ)
      = inner ℂ ψ (projected x ψ) := by
    rw [projected, inner_sum, dotProduct]
    refine Finset.sum_congr rfl fun i _ => ?_
    have h := inner_conj_symm (𝕜 := ℂ) ψ (x i)
    rw [starRingEnd_apply] at h
    rw [inner_smul_right, Pi.star_apply, ← h, mul_comm]
    rfl
  -- the residual does not contribute to the overlap with the projected state
  have h2 := inner_eq_zero_symm.mp (residual_orthogonal hx ψ (projected_mem x ψ))
  rw [inner_sub_left, sub_eq_zero] at h2
  rw [h1, h2, inner_self_eq_norm_sq_to_K]
  exact (Complex.ofReal_pow _ _).symm
```

Since $b_i^*=\langle\psi,x_i\rangle$,

$$b^\dagger O^{-1}b=\sum_i\langle\psi,x_i\rangle a_i=\langle\psi,p\rangle .$$

This is `h1`. Orthogonality gives $\langle\psi-p,p\rangle=0$, hence $\langle\psi,p\rangle=\langle p,p\rangle=\|p\|^2$; this is `h2` with the final rewriting. The right-hand side of the Lean statement is a real number regarded as complex, so the theorem also says that the quadratic form is real.

```lean
/-- The spilling is the squared norm of the part of the state left over after
projection. -/
theorem spilling_eq_residual {x : ι → E} (hx : LinearIndependent ℂ x) (ψ : E) :
    spilling x ψ = ‖ψ - projected x ψ‖ ^ 2 := by
  have h := error_decomposition hx ψ (Submodule.zero_mem _)
  rw [sub_zero, sub_zero] at h
  rw [spilling, captured_weight hx, Complex.ofReal_re]
  linarith
```

Setting $y=0$ in the Pythagorean identity gives $\|\psi\|^2=\|r\|^2+\|p\|^2$. Therefore

$$S(\psi)=\|\psi\|^2-\|p\|^2=\|r\|^2 .$$

## Distance to the span and zero spilling

```lean
/-- For linearly independent orbitals the spilling is the squared distance from the
state to their span, and it vanishes exactly when the state lies in that span. -/
theorem spilling_eq_sq_distance {x : ι → E} (hx : LinearIndependent ℂ x) (ψ : E) :
    spilling x ψ = Metric.infDist ψ (Submodule.span ℂ (Set.range x) : Set E) ^ 2 ∧
      (spilling x ψ = 0 ↔ ψ ∈ Submodule.span ℂ (Set.range x)) := by
  have hp := projected_mem x ψ
  rw [spilling_eq_residual hx]
  constructor
  · -- the projected state attains the infimum of the distance
    congr 1
    apply le_antisymm
    · refine (Metric.le_infDist ⟨_, hp⟩).mpr fun y hy => ?_
      rw [dist_eq_norm]
      refine (sq_le_sq₀ (norm_nonneg _) (norm_nonneg _)).mp ?_
      have h := error_decomposition hx ψ hy
      linarith [sq_nonneg ‖projected x ψ - y‖]
    · rw [← dist_eq_norm]
      exact Metric.infDist_le_dist_of_mem hp
  · constructor
    · intro h
      have h0 : ψ - projected x ψ = 0 := norm_eq_zero.mp (pow_eq_zero_iff two_ne_zero |>.mp h)
      rw [sub_eq_zero.mp h0]
      exact hp
    · intro hψ
      have h := error_decomposition hx ψ hψ
      rw [sub_self, norm_zero] at h
      nlinarith [sq_nonneg ‖ψ - projected x ψ‖, sq_nonneg ‖projected x ψ - ψ‖]
```

The symbol `∧` joins the two claims. `Metric.infDist` is the infimum of the distances from $\psi$ to the states in the span, so the first claim reads

$$S(\psi)=\Big(\inf_{y\in\mathrm{span}}\|\psi-y\|\Big)^2 .$$

By the Pythagorean identity, $\|r\|\le\|\psi-y\|$ for every $y$ in the span, so $\|r\|$ is at most the infimum. Since $p$ is itself in the span, the infimum is at most $\|\psi-p\|=\|r\|$. The tactic step `le_antisymm` combines these two inequalities.

For the second claim, if $\|r\|^2=0$ then $\psi=p$, which lies in the span. Conversely, if $\psi$ lies in the span, take $y=\psi$:

$$0=\|r\|^2+\|p-\psi\|^2 .$$

Both terms are non-negative, so $\|r\|^2=0$.

## Complete spilling and sets of bands

```lean
/-- For linearly independent orbitals, the spilling equals the full squared norm of the state
exactly when the state is orthogonal to every orbital. -/
theorem spilling_eq_norm_sq_iff {x : ι → E} (hx : LinearIndependent ℂ x) (ψ : E) :
    spilling x ψ = ‖ψ‖ ^ 2 ↔ ∀ i, inner ℂ (x i) ψ = 0 := by
  constructor
  · intro h i
    rw [spilling, captured_weight hx, Complex.ofReal_re] at h
    have h0 : ‖projected x ψ‖ ^ 2 = 0 := by linarith
    have hp : projected x ψ = 0 := norm_eq_zero.mp (pow_eq_zero_iff two_ne_zero |>.mp h0)
    have hr := residual_orthogonal hx ψ (Submodule.subset_span (Set.mem_range_self i))
    rwa [hp, sub_zero] at hr
  · intro h
    have hb : amplitudes x ψ = 0 := funext h
    simp [spilling, hb]
```

At the other extreme nothing is captured. If $S(\psi)=\|\psi\|^2$, then $\|p\|^2=0$, so $p=0$ and $r=\psi$. Orthogonality of the residual then gives $\langle x_i,\psi\rangle=0$ for every $i$. Conversely, if all these amplitudes vanish, then $b=0$ and the subtracted term is zero.

```lean
/-- For linearly independent orbitals and a finite set of bands with positive weights, the total
weighted spilling vanishes exactly when every band lies in the span of the orbitals. -/
theorem total_spilling_eq_zero_iff {κ : Type*} [Fintype κ] {x : ι → E}
    (hx : LinearIndependent ℂ x) (ψ : κ → E) (w : κ → ℝ) (hw : ∀ k, 0 < w k) :
    ∑ k, w k * spilling x (ψ k) = 0 ↔
      ∀ k, ψ k ∈ Submodule.span ℂ (Set.range x) := by
  have hnn : ∀ k ∈ Finset.univ, 0 ≤ w k * spilling x (ψ k) := fun k _ => by
    rw [spilling_eq_residual hx]
    exact mul_nonneg (hw k).le (sq_nonneg _)
  rw [Finset.sum_eq_zero_iff_of_nonneg hnn]
  constructor
  · intro h k
    exact (spilling_eq_sq_distance hx (ψ k)).2.mp
      ((mul_eq_zero.mp (h k (Finset.mem_univ k))).resolve_left (hw k).ne')
  · intro h k _
    rw [(spilling_eq_sq_distance hx (ψ k)).2.mpr (h k), mul_zero]

end

end OrbitalSpilling
```

The finite type `κ` labels the band states $\psi_k$, with weights $w_k>0$ that set how much each one counts in the total. Here $k$ is only a label, not a wavevector. The theorem says

$$\sum_k w_kS(\psi_k)=0\quad\Longleftrightarrow\quad \psi_k\in\mathrm{span}\{x_i\}\ \text{for every }k .$$

Each term is non-negative because $S(\psi_k)$ is a squared norm. A zero sum therefore makes every term zero, and $w_k>0$ leaves $S(\psi_k)=0$; the preceding criterion places $\psi_k$ in the span. The converse applies that criterion to each band. A band of zero weight would be unconstrained, and weights of opposite signs could let nonzero terms cancel; taking all weights strictly positive excludes both. All bands share one orbital family, so a sum in which each k-point has its own family of Bloch orbitals is not directly of this form.

```lean
#print axioms OrbitalSpilling.spilling_eq_sq_distance
#print axioms OrbitalSpilling.spilling_eq_norm_sq_iff
#print axioms OrbitalSpilling.total_spilling_eq_zero_iff
```

```
'OrbitalSpilling.spilling_eq_sq_distance' depends on axioms: [propext, Classical.choice, Quot.sound]
'OrbitalSpilling.spilling_eq_norm_sq_iff' depends on axioms: [propext, Classical.choice, Quot.sound]
'OrbitalSpilling.total_spilling_eq_zero_iff' depends on axioms: [propext, Classical.choice, Quot.sound]
```
